# A Mazur Lower Bound on Time-Averaged Autocorrelations in Finite Dimension

Prepare a current in a closed spin chain and let the chain evolve. In many systems the memory of the current fades, apart from fluctuations. In an integrable chain, such as one solved by the Bethe ansatz, there are many conserved charges, and any part of the current that lies along one of them cannot decay. How much of the current's autocorrelation must then survive in the long-time average?

Mazur's inequality answers with a lower bound built from the overlaps of the current with the charges. It is usually applied to thermal correlation functions in continuous time; the version derived here concerns a unitary step repeated on a finite-dimensional space of observables. For a finite chain in that setting, it bounds the persistent part of current correlations that enters the study of ballistic transport and Drude weights, while the thermodynamic limit, and its order relative to the long-time limit, lie outside the theorems.

## Observables as vectors, time as a unitary step

Let $E$ be a complex inner-product space whose vectors will be called observables, although operators in it need not be Hermitian. For a spin chain with Hilbert-space dimension $d$, one may take the operators with $\langle A,B\rangle=\mathrm{Tr}(A^\dagger B)/d$, the infinite-temperature correlation. If $V$ is the evolution operator for one time step, then $UA=V^\dagger A V$ is linear and preserves this inner product.

The code keeps only this structure. No Hamiltonian, lattice or temperature appears, and the inner product is linear in its second argument.

In Lean 4 with Mathlib:

```lean
import Mathlib

open Filter Topology
open scoped InnerProductSpace ComplexConjugate

namespace MazurBound

noncomputable section

variable {E : Type*} [NormedAddCommGroup E] [InnerProductSpace ℂ E]
```

For an observable $J$, the average of its autocorrelation over the first $N$ steps is

$$C_N=\frac1N\sum_{n=0}^{N-1}\langle J,U^nJ\rangle .$$

In `timeAverage`, the type `E ≃ₗᵢ[ℂ] E` makes $U$ an invertible linear isometry, hence unitary, and `(⇑U)^[n]` applies it $n$ times. The average is complex-valued, because for a general vector $J$ a single correlation $\langle J,U^nJ\rangle$ need not be real; for a Hermitian operator $J$ in the trace example it is real.

```lean
/-- The average of the autocorrelation `⟨J, Uⁿ J⟩` over the first `N` time steps. -/
def timeAverage (U : E ≃ₗᵢ[ℂ] E) (J : E) (N : ℕ) : ℂ :=
  (N : ℂ)⁻¹ * ∑ n ∈ Finset.range N, ⟪J, (⇑U)^[n] J⟫_ℂ
```

The limit will turn out to be a squared norm. The identity $\langle x,x\rangle=\|x\|^2$ is recorded with the real number on the right regarded as a complex one.

```lean
private lemma inner_self_real (x : E) : ⟪x, x⟫_ℂ = ((‖x‖ ^ 2 : ℝ) : ℂ) := by
  rw [inner_self_eq_norm_sq_to_K]
  push_cast
  rfl
```

## Charges do not see changes in time

An observable $Q$ is conserved when $UQ=Q$. For any observable $w$, unitarity and conservation give

$$\langle Q,w\rangle=\langle UQ,Uw\rangle=\langle Q,Uw\rangle,$$

and therefore $\langle Q,Uw-w\rangle=0$. A charge is orthogonal to the change of any observable in one step. The proof takes the isometry identity, replaces $UQ$ by $Q$, and subtracts.

```lean
/-- A conserved charge is orthogonal to the change of any observable in one time step. -/
theorem inner_conserved_increment (U : E ≃ₗᵢ[ℂ] E) {Q : E} (hQ : U Q = Q) (w : E) :
    ⟪Q, U w - w⟫_ℂ = 0 := by
  have h := U.inner_map_map Q w
  rw [hQ] at h
  rw [inner_sub_right, h, sub_self]
```

## The correlation sum telescopes

Suppose that $J=P+(Uw-w)$ with $UP=P$. Applying $U$ repeatedly gives

$$U^nJ=P+U^{n+1}w-U^nw .$$

By the previous step $\langle Uw-w,P\rangle=0$, so $\langle J,P\rangle=\|P\|^2$. Summing over time cancels all the intermediate terms:

$$\sum_{n=0}^{N-1}\langle J,U^nJ\rangle=N\|P\|^2+\langle J,U^Nw-w\rangle .$$

Since $\|U^Nw\|=\|w\|$, the Cauchy–Schwarz and triangle inequalities yield, for $N\ge1$,

$$\bigl|C_N-\|P\|^2\bigr|\le\frac{2\|J\|\,\|w\|}{N}.$$

The average thus tends to $\|P\|^2$. In the code, `it` is the formula for $U^nJ$, `hn` the conservation of the norm of $w$, and `hs` the telescoped sum, each proved by induction. The call to `squeeze_zero'` then traps the error between zero and the bound above.

```lean
/-- If `J` is a conserved part `P` plus a one-step increment, the time-averaged
autocorrelation of `J` tends to `‖P‖²`. -/
theorem timeAverage_tendsto (U : E ≃ₗᵢ[ℂ] E) {J P w : E} (hP : U P = P)
    (hJ : J = P + (U w - w)) :
    Tendsto (timeAverage U J) atTop (𝓝 ((‖P‖ ^ 2 : ℝ) : ℂ)) := by
  have hJP : ⟪J, P⟫_ℂ = ((‖P‖ ^ 2 : ℝ) : ℂ) := by
    have h0 : ⟪U w - w, P⟫_ℂ = 0 :=
      inner_eq_zero_symm.mp (inner_conserved_increment U hP w)
    rw [hJ, inner_add_left, h0, add_zero, inner_self_real]
  have it : ∀ n : ℕ, (⇑U)^[n] J = P + ((⇑U)^[n + 1] w - (⇑U)^[n] w) := by
    intro n
    induction n with
    | zero => simpa using hJ
    | succ n ih =>
      simp only [Function.iterate_succ_apply'] at ih ⊢
      rw [ih, map_add, map_sub, hP]
  have hn : ∀ n : ℕ, ‖(⇑U)^[n] w‖ = ‖w‖ := by
    intro n
    induction n with
    | zero => rfl
    | succ n ih => rw [Function.iterate_succ_apply', U.norm_map, ih]
  -- the sum over time telescopes
  have hs : ∀ N : ℕ, ∑ n ∈ Finset.range N, ⟪J, (⇑U)^[n] J⟫_ℂ
      = (N : ℂ) * ((‖P‖ ^ 2 : ℝ) : ℂ) + ⟪J, (⇑U)^[N] w - w⟫_ℂ := by
    intro N
    induction N with
    | zero => simp
    | succ N ih =>
      rw [Finset.sum_range_succ, ih, it N, inner_add_right, hJP]
      simp only [inner_sub_right]
      push_cast
      ring
  -- the boundary term is bounded, so it vanishes after division by `N`
  rw [tendsto_iff_norm_sub_tendsto_zero]
  refine squeeze_zero' (Eventually.of_forall fun _ => norm_nonneg _) ?_
    (tendsto_const_div_atTop_nhds_zero_nat (‖J‖ * (‖w‖ + ‖w‖)))
  filter_upwards [eventually_gt_atTop 0] with N hN
  have hN' : (N : ℂ) ≠ 0 := by exact_mod_cast hN.ne'
  have e : timeAverage U J N - ((‖P‖ ^ 2 : ℝ) : ℂ)
      = (N : ℂ)⁻¹ * ⟪J, (⇑U)^[N] w - w⟫_ℂ := by
    rw [timeAverage, hs, mul_add, inv_mul_cancel_left₀ hN']
    ring
  rw [e, norm_mul, norm_inv, Complex.norm_natCast, div_eq_inv_mul]
  refine mul_le_mul_of_nonneg_left ?_ (by positivity)
  refine (norm_inner_le_norm _ _).trans (mul_le_mul_of_nonneg_left ?_ (norm_nonneg _))
  exact (norm_sub_le _ _).trans (le_of_eq (by rw [hn N]))
```

## A symmetry can remove an overlap

Let $S$ be a linear isometry with $SQ=Q$ and $SJ=-J$. Then

$$\langle Q,J\rangle=\langle SQ,SJ\rangle=-\langle Q,J\rangle,$$

which forces $\langle Q,J\rangle=0$. Such a charge contributes nothing to the Mazur sum.

In the XXZ chain without a magnetic field, conjugation by a global spin flip reverses the spin current and leaves the Hamiltonian unchanged, so the energy has no overlap with the spin current in the infinite-temperature inner product. The map $S$ need not commute with $U$ or be invertible. The theorem takes it to be linear, so conjugation by an antiunitary operator such as time reversal is not covered. For Hermitian $Q$ and $J$ the trace overlap is real, and the same argument then gives zero in that case too.

```lean
/-- A charge even under an isometry `S` has zero overlap with a current odd under `S`. -/
theorem even_charge_overlap_zero (S : E →ₗᵢ[ℂ] E) {Q J : E} (hQ : S Q = Q)
    (hJ : S J = -J) : ⟪Q, J⟫_ℂ = 0 := by
  have h := S.inner_map_map Q J
  rw [hQ, hJ, inner_neg_right] at h
  linear_combination (-1 / 2 : ℂ) * h
```

## Only the conserved part overlaps with a charge

With $J=P+(Uw-w)$ and $Q$ conserved, the increment drops out of the overlap:

$$\langle Q,J\rangle=\langle Q,P\rangle+\langle Q,Uw-w\rangle=\langle Q,P\rangle .$$

The overlaps computed from $J$ are therefore also the overlaps with the part that survives the time average.

```lean
private lemma overlap_eq (U : E ≃ₗᵢ[ℂ] E) {Q J P w : E} (hQ : U Q = Q)
    (hJ : J = P + (U w - w)) : ⟪Q, J⟫_ℂ = ⟪Q, P⟫_ℂ := by
  rw [hJ, inner_add_right, inner_conserved_increment U hQ, add_zero]
```

## Every observable splits into a conserved part and an increment

The splitting used so far has to be shown to exist. Let $R$ be the set of all increments $Uw-w$, which is the range of the linear map $T=U-1$. In finite dimension every $J$ can be written as $J=y+z$ with $y\in R$ and $z$ orthogonal to $R$.

It remains to show that $z$ is conserved. Because $Uz-z$ lies in $R$, we have $\langle Uz-z,z\rangle=0$, so $\langle Uz,z\rangle=\|z\|^2$, and conjugation gives $\langle z,Uz\rangle=\|z\|^2$. Together with $\|Uz\|=\|z\|$ this implies

$$\|Uz-z\|^2=\|Uz\|^2-\langle Uz,z\rangle-\langle z,Uz\rangle+\|z\|^2=0 .$$

So $P=z$ is conserved, and it is the orthogonal projection of $J$ onto the conserved observables. The last line of the proof combines `h1`, `h2` and `h3`, which are the three relations just used.

Finite dimension enters here for the first time. In an infinite-dimensional space the increments need not form a closed subspace, and an exact splitting of this kind can fail.

```lean
variable [FiniteDimensional ℂ E]

/-- Every observable is the sum of a conserved part and a one-step increment `U w - w`. -/
theorem conserved_decomposition (U : E ≃ₗᵢ[ℂ] E) (J : E) :
    ∃ P w : E, U P = P ∧ J = P + (U w - w) := by
  let T : E →ₗ[ℂ] E := U.toLinearEquiv.toLinearMap - LinearMap.id
  obtain ⟨y, ⟨w, rfl⟩, z, hz, h⟩ :=
    (LinearMap.range T).exists_add_mem_mem_orthogonal J
  refine ⟨z, w, ?_, h.trans (add_comm _ _)⟩
  -- a vector orthogonal to all increments is conserved
  have h1 : ⟪U z, U z⟫_ℂ = ⟪z, z⟫_ℂ := U.inner_map_map z z
  have h2 : ⟪U z - z, z⟫_ℂ = 0 := (Submodule.mem_orthogonal _ _).mp hz (T z) ⟨z, rfl⟩
  have h3 : ⟪z, U z - z⟫_ℂ = 0 := inner_eq_zero_symm.mp h2
  rw [← sub_eq_zero, ← inner_self_eq_zero (𝕜 := ℂ)]
  simp only [inner_sub_left, inner_sub_right] at h2 h3 ⊢
  linear_combination h1 - h2 - h3
```

## The bound from Bessel's inequality

Let $Q_k$ be finitely many nonzero, pairwise orthogonal, conserved observables, and define their Mazur weights by

$$c_k=\frac{|\langle Q_k,J\rangle|^2}{\|Q_k\|^2}.$$

The normalised charges $e_k=Q_k/\|Q_k\|$ are orthonormal. Since $\langle Q_k,J\rangle=\langle Q_k,P\rangle$, Bessel's inequality gives

$$\sum_k c_k=\sum_k|\langle e_k,P\rangle|^2\le\|P\|^2=D .$$

The theorem `mazur_bound` says that there is a real $D$ to which the averages converge and which is at least $\sum_k c_k$. With no charges at all, it still says that $D\ge0$.

The hypothesis `hc` writes the weight as $c_k\|Q_k\|^2=|\langle Q_k,J\rangle|^2$; since $Q_k\neq0$, this fixes $c_k$ and adds no physical assumption. Conservation, `hQ`, is the physical input: for a particular integrable chain it must be established from the model. Orthogonality, `horth`, prevents double counting, and charges that overlap can first be orthogonalised.

In the proof, `hv` establishes orthonormality, the first line of the calculation rewrites the weights, and the second is Bessel's inequality.

```lean
/-- **Mazur bound.** The time-averaged autocorrelation of `J` converges to a real `D`, bounded
below by the sum of the weights `c k = |⟨Q k, J⟩|² / ‖Q k‖²` of orthogonal conserved charges. -/
theorem mazur_bound {ι : Type*} [Fintype ι] (U : E ≃ₗᵢ[ℂ] E) (J : E) (Q : ι → E)
    (hQ0 : ∀ k, Q k ≠ 0) (horth : ∀ j k, j ≠ k → ⟪Q j, Q k⟫_ℂ = 0)
    (hQ : ∀ k, U (Q k) = Q k) (c : ι → ℝ)
    (hc : ∀ k, c k * ‖Q k‖ ^ 2 = ‖⟪Q k, J⟫_ℂ‖ ^ 2) :
    ∃ D : ℝ, Tendsto (timeAverage U J) atTop (𝓝 (D : ℂ)) ∧ ∑ k, c k ≤ D := by
  obtain ⟨P, w, hP, hJ⟩ := conserved_decomposition U J
  refine ⟨‖P‖ ^ 2, timeAverage_tendsto U hP hJ, ?_⟩
  -- normalise the charges and apply Bessel's inequality to the conserved part
  have hv : Orthonormal ℂ (fun k => ((‖Q k‖⁻¹ : ℝ) : ℂ) • Q k) := by
    constructor
    · intro k
      have hk := norm_ne_zero_iff.mpr (hQ0 k)
      simp only [norm_smul, Complex.norm_real, norm_inv, norm_norm]
      exact inv_mul_cancel₀ hk
    · intro i j hij
      simp [inner_smul_left, inner_smul_right, horth i j hij]
  calc ∑ k, c k = ∑ k, ‖⟪((‖Q k‖⁻¹ : ℝ) : ℂ) • Q k, P⟫_ℂ‖ ^ 2 := by
        refine Finset.sum_congr rfl fun k _ => ?_
        have hk := norm_ne_zero_iff.mpr (hQ0 k)
        rw [inner_smul_left, norm_mul, RCLike.norm_conj, Complex.norm_real, norm_inv,
          norm_norm, mul_pow, ← overlap_eq U (hQ k) hJ, ← hc k]
        field_simp
    _ ≤ ‖P‖ ^ 2 := by apply hv.sum_inner_products_le
```

## Equality for a complete set of charges

If the $Q_k$ span all conserved observables, then $P=\sum_k a_kQ_k$ for some coefficients $a_k$. Orthogonality gives $\langle Q_k,P\rangle=a_k\|Q_k\|^2$, and hence $c_k=|a_k|^2\|Q_k\|^2$. Expanding the norm of $P$ yields

$$\|P\|^2=\sum_k\overline{a_k}\,\langle Q_k,P\rangle=\sum_k|a_k|^2\|Q_k\|^2=\sum_k c_k .$$

The bound is then an equality. The spanning condition `hspan` is demanding: under Hamiltonian evolution on a $d$-dimensional Hilbert space, the conserved operators include the projectors onto $d$ orthonormal energy eigenstates, far more than the local charges of a long chain.

The code obtains the coefficients `a` from the span, computes the overlaps in `hQP` and the weights in `hck`, and closes with the expansion above in `key`.

```lean
/-- If the orthogonal charges span all conserved observables, the time-averaged
autocorrelation converges to the sum of their Mazur weights. -/
theorem mazur_saturated {ι : Type*} [Fintype ι] (U : E ≃ₗᵢ[ℂ] E) (J : E) (Q : ι → E)
    (hQ0 : ∀ k, Q k ≠ 0) (horth : ∀ j k, j ≠ k → ⟪Q j, Q k⟫_ℂ = 0)
    (hQ : ∀ k, U (Q k) = Q k) (hspan : ∀ x, U x = x → x ∈ Submodule.span ℂ (Set.range Q))
    (c : ι → ℝ) (hc : ∀ k, c k * ‖Q k‖ ^ 2 = ‖⟪Q k, J⟫_ℂ‖ ^ 2) :
    Tendsto (timeAverage U J) atTop (𝓝 ((∑ k, c k : ℝ) : ℂ)) := by
  obtain ⟨P, w, hP, hJ⟩ := conserved_decomposition U J
  obtain ⟨a, ha⟩ := (Submodule.mem_span_range_iff_exists_fun ℂ).mp (hspan P hP)
  have hQP : ∀ k, ⟪Q k, P⟫_ℂ = a k * ((‖Q k‖ ^ 2 : ℝ) : ℂ) := by
    intro k
    rw [← ha, inner_sum, Finset.sum_eq_single k]
    · rw [inner_smul_right, inner_self_real]
    · intro j _ hj
      rw [inner_smul_right, horth k j hj.symm, mul_zero]
    · simp
  have hck : ∀ k, c k = ‖a k‖ ^ 2 * ‖Q k‖ ^ 2 := by
    intro k
    apply mul_right_cancel₀ (pow_ne_zero 2 (norm_ne_zero_iff.mpr (hQ0 k)))
    rw [hc, overlap_eq U (hQ k) hJ, hQP, norm_mul, Complex.norm_real,
      Real.norm_of_nonneg (by positivity)]
    ring
  -- Parseval's identity for the conserved part
  have key : ((‖P‖ ^ 2 : ℝ) : ℂ) = ((∑ k, c k : ℝ) : ℂ) := by
    calc ((‖P‖ ^ 2 : ℝ) : ℂ) = ⟪∑ k, a k • Q k, P⟫_ℂ := by rw [ha, inner_self_real]
      _ = ∑ k, conj (a k) * ⟪Q k, P⟫_ℂ := by simp only [sum_inner, inner_smul_left]
      _ = ((∑ k, c k : ℝ) : ℂ) := by
        rw [Complex.ofReal_sum]
        refine Finset.sum_congr rfl fun k _ => ?_
        rw [hQP, hck, ← mul_assoc, mul_comm (conj (a k)), Complex.mul_conj,
          Complex.normSq_eq_norm_sq]
        push_cast
        ring
  rw [← key]
  exact timeAverage_tendsto U hP hJ
```

## No persistent part when all conserved observables are even

Suppose now that $S$ fixes every conserved observable and reverses $J$. The projection $P$ is itself conserved, so it is even, and

$$0=\langle P,J\rangle=\langle P,P\rangle=\|P\|^2 .$$

The time average therefore tends to zero. Evenness of a chosen list of charges would not be enough, since an odd charge missing from the list could still carry weight. For the spin flip in the XXZ chain the condition `heven` fails, because the total magnetisation $S^z$ is conserved and odd.

```lean
/-- If every conserved observable is even under `S` and `J` is odd, the time-averaged
autocorrelation of `J` tends to zero. -/
theorem timeAverage_zero_of_even (U : E ≃ₗᵢ[ℂ] E) (S : E →ₗᵢ[ℂ] E) {J : E}
    (hJS : S J = -J) (heven : ∀ x, U x = x → S x = x) :
    Tendsto (timeAverage U J) atTop (𝓝 0) := by
  obtain ⟨P, w, hP, hJ⟩ := conserved_decomposition U J
  have h := even_charge_overlap_zero S (heven P hP) hJS
  rw [overlap_eq U hP hJ, inner_self_real] at h
  rw [← h]
  exact timeAverage_tendsto U hP hJ
```

## Three sites with two exchanged

A small example shows the quantities at work. Let $U$ exchange the first two components of a vector in $\mathbb C^3$.

```lean
/-- The unitary on three sites that exchanges the first two. -/
def siteSwap : EuclideanSpace ℂ (Fin 3) ≃ₗᵢ[ℂ] EuclideanSpace ℂ (Fin 3) :=
  LinearIsometryEquiv.piLpCongrLeft 2 ℂ ℂ (Equiv.swap 0 1)
```

The vectors $Q_0=(1,1,0)$ and $Q_1=(0,0,1)$ are conserved and orthogonal, and each has overlap one with $J=(1,0,1)$. Their squared norms are $2$ and $1$, so the weights are $\tfrac12$ and $1$, with sum $\tfrac32$. Directly, $\langle J,U^nJ\rangle$ alternates between $2$ and $1$, and its average also tends to $\tfrac32$, as it should, because $Q_0$ and $Q_1$ span the conserved vectors.

The vector $(1,-1,0)$ is reversed by the exchange. Its autocorrelation alternates between $2$ and $-2$ and averages to zero.

The theorem `siteSwap_witness` records the conservation, the orthogonality, the overlaps and the reversal; the weights and averages are the arithmetic just given. Its proof evaluates the inner products as finite sums and compares the vectors component by component.

```lean
/-- The site exchange conserves the orthogonal vectors `(1,1,0)` and `(0,0,1)`, both of which
have overlap one with `(1,0,1)`, and it reverses `(1,-1,0)`. -/
theorem siteSwap_witness :
    siteSwap !₂[1, 1, 0] = !₂[1, 1, 0] ∧ siteSwap !₂[0, 0, 1] = !₂[0, 0, 1] ∧
    ⟪(!₂[1, 1, 0] : EuclideanSpace ℂ (Fin 3)), !₂[0, 0, 1]⟫_ℂ = 0 ∧
    ⟪(!₂[1, 1, 0] : EuclideanSpace ℂ (Fin 3)), !₂[1, 0, 1]⟫_ℂ = 1 ∧
    ⟪(!₂[0, 0, 1] : EuclideanSpace ℂ (Fin 3)), !₂[1, 0, 1]⟫_ℂ = 1 ∧
    siteSwap !₂[1, -1, 0] = -!₂[1, -1, 0] := by
  refine ⟨?_, ?_, ?_, ?_, ?_, ?_⟩
  case refine_3 | refine_4 | refine_5 => simp [PiLp.inner_apply, Fin.sum_univ_succ]
  all_goals
    ext i
    fin_cases i <;>
      simp [siteSwap, LinearIsometryEquiv.piLpCongrLeft_apply, Equiv.piCongrLeft',
        Equiv.swap_apply_def]

end

end MazurBound
```

```lean
#print axioms MazurBound.mazur_bound
#print axioms MazurBound.mazur_saturated
#print axioms MazurBound.timeAverage_zero_of_even
```

```
'MazurBound.mazur_bound' depends on axioms: [propext, Classical.choice, Quot.sound]
'MazurBound.mazur_saturated' depends on axioms: [propext, Classical.choice, Quot.sound]
'MazurBound.timeAverage_zero_of_even' depends on axioms: [propext, Classical.choice, Quot.sound]
```

## Continuous time in place of steps

The evolution could also be modelled by a continuous unitary group $U_t=e^{i\mathcal Lt}$ with $\mathcal L$ self-adjoint, and the average by $\frac1T\int_0^T\langle J,U_tJ\rangle\,dt$. Conservation would become $\mathcal LQ=0$, the increments would become vectors $i\mathcal Lw$, and the telescoping sum would become the integral of a derivative.

The two averages can differ. With a step of length $\tau$, a component oscillating at a nonzero frequency $\omega$ with $\omega\tau$ a multiple of $2\pi$ returns to itself at every step and counts as conserved, whereas the continuous average removes it. The discrete form suits periodically driven systems observed once per period, and circuits that repeat the same step, directly; for a Hamiltonian sampled at intervals, its limit is at least as large as the continuous one.
